# Parseval's identity for Pauli strings, and why a normalised $n$-qubit state vector has at most $2^n$ Pauli expectation values of modulus one

When a qubit Hamiltonian $H=\sum_s c_sP_s$ is shortened by dropping Pauli strings $P_s$ with small coefficients $c_s$, the error has to be estimated. The dropped part $R$ has $\mathrm{tr}(P_s^\dagger R)=2^nc_s$ for the dropped strings and zero for the others, so Parseval's identity gives $\mathrm{tr}(R^\dagger R)=2^n\sum_{\text{dropped}}|c_s|^2$. On four qubits, ten dropped coefficients of size $10^{-3}$ give $16\cdot10\cdot10^{-6}=1.6\cdot10^{-4}$, a Frobenius norm of about $0.013$. No energy level, counted in increasing order, shifts by more than this norm, but the norm is not the shift itself. Here the sum of the dropped $|c_s|$ gives the sharper bound $0.01$.

The identity holds for every complex matrix on finitely many qubits. For electrons, the choice of orbitals and the encoding that turns their Hamiltonian into such a matrix are taken as already done.

```lean
import Mathlib

open Matrix

namespace PauliParseval

noncomputable section
```

## Strings, states and expectation values

The letters $\sigma_0,\dots,\sigma_3$ are $I,X,Y,Z$.

```lean
/-- The four single-qubit Pauli matrices, in the order `I, X, Y, Z`. -/
def pauli : Fin 4 → Matrix (Fin 2) (Fin 2) ℂ :=
  ![!![1, 0; 0, 1], !![0, 1; 1, 0], !![0, -Complex.I; Complex.I, 0], !![1, 0; 0, -1]]
```

A basis state is a bit string $a$, of type `Fin n → Fin 2`, and a word $s$ assigns a letter to each qubit. There are $4^n$ words, and none carries an extra sign or phase. The tensor product has entries
$$(P_s)_{ab}=\prod_i(\sigma_{s_i})_{a_ib_i}.$$

```lean
/-- The `n`-qubit Pauli string spelled by the word `s`: the tensor product of its letters,
written in the computational basis. -/
def pauliString {n : ℕ} (s : Fin n → Fin 4) : Matrix (Fin n → Fin 2) (Fin n → Fin 2) ℂ :=
  Matrix.of fun a b => ∏ i, pauli (s i) (a i) (b i)
```

The expectation value is $\langle\psi|P_s|\psi\rangle=\sum_{a,b}\overline{\psi_a}(P_s)_{ab}\psi_b$. In Lean `star` conjugates, while the dot product `⬝ᵥ` does not.

```lean
/-- The expectation value `⟨ψ|P|ψ⟩` of the Pauli string `s` in the state vector `ψ`. -/
def expect {n : ℕ} (ψ : (Fin n → Fin 2) → ℂ) (s : Fin n → Fin 4) : ℂ :=
  star ψ ⬝ᵥ (pauliString s *ᵥ ψ)
```

Since $P_s$ is Hermitian, modulus one means a value of $\pm1$. If $\psi$ is normalised, a measurement of $P_s$ then has a certain outcome. The strings with this property are collected in a finite set.

```lean
/-- The set of Pauli strings whose expectation value in `ψ` has modulus one. -/
def unitStrings {n : ℕ} (ψ : (Fin n → Fin 2) → ℂ) : Finset (Fin n → Fin 4) :=
  Finset.univ.filter fun s => ‖expect ψ s‖ = 1
```

## Completeness, from one qubit to $n$

For one qubit,
$$\sum_k\overline{(\sigma_k)_{ab}}(\sigma_k)_{cd}=2\delta_{ac}\delta_{bd}.$$
$I$ and $Z$ have only diagonal entries, $X$ and $Y$ only off-diagonal ones, so a diagonal and an off-diagonal position never contribute together. Within each pair, the two letters contribute $1+1$ when the positions agree and $1-1$ when they differ. Lean checks all sixteen cases with `fin_cases`.

```lean
/-- Completeness of the Pauli matrices of one qubit, entry by entry. -/
theorem pauli_completeness (a b c d : Fin 2) :
    ∑ k, star (pauli k a b) * pauli k c d = if a = c ∧ b = d then 2 else 0 := by
  fin_cases a <;> fin_cases b <;> fin_cases c <;> fin_cases d <;>
    simp [pauli, Fin.sum_univ_four] <;> norm_num
```

For strings, the sum over words factorises:
$$\sum_s\overline{(P_s)_{ab}}(P_s)_{cd}=\prod_i2\delta_{a_ic_i}\delta_{b_id_i}=2^n\delta_{ac}\delta_{bd}.$$
`Finset.prod_univ_sum` performs the factorisation. If the positions differ, they differ at some qubit `i`, whose factor is zero.

```lean
/-- Completeness of the Pauli strings of `n` qubits, entry by entry. -/
theorem pauliString_completeness {n : ℕ} (a b c d : Fin n → Fin 2) :
    ∑ s, star (pauliString s a b) * pauliString s c d =
      if a = c ∧ b = d then 2 ^ n else 0 := by
  -- the sum over words factorises into one sum per qubit
  have h : ∑ s, star (pauliString s a b) * pauliString s c d =
      ∏ i, ∑ k, star (pauli k (a i) (b i)) * pauli k (c i) (d i) := by
    rw [Finset.prod_univ_sum, Fintype.piFinset_univ]
    refine Finset.sum_congr rfl fun s _ => ?_
    simp only [pauliString, Matrix.of_apply, star_prod, Finset.prod_mul_distrib]
  rw [h]
  simp only [pauli_completeness]
  by_cases hab : a = c ∧ b = d
  · obtain ⟨rfl, rfl⟩ := hab
    simp
  · rw [if_neg hab]
    have hex : ∃ i, ¬(a i = c i ∧ b i = d i) := by
      by_contra hc
      have hc' := not_exists_not.mp hc
      exact hab ⟨funext fun i => (hc' i).1, funext fun i => (hc' i).2⟩
    obtain ⟨i, hi⟩ := hex
    exact Finset.prod_eq_zero (Finset.mem_univ i) (if_neg hi)
```

## Parseval's identity

Written in entries, the Hilbert–Schmidt product is
$$\mathrm{tr}(A^\dagger B)=\sum_{a,b}\overline{A_{ab}}B_{ab}.$$

```lean
/-- The Hilbert-Schmidt product `tr(A†B)` is the sum of products of matching entries, those
of `A` conjugated. -/
theorem trace_conjTranspose_mul {m : Type*} [Fintype m] (A B : Matrix m m ℂ) :
    (Aᴴ * B).trace = ∑ p : m × m, star (A p.1 p.2) * B p.1 p.2 := by
  simp only [Matrix.trace, Matrix.diag_apply, Matrix.mul_apply, Matrix.conjTranspose_apply]
  rw [Finset.sum_comm, Fintype.sum_prod_type]
```

Let $p$ and $q$ be pairs of row and column indices. Expanding both traces and inserting completeness gives
$$\sum_s\overline{\mathrm{tr}(P_s^\dagger A)}\,\mathrm{tr}(P_s^\dagger B)=\sum_{p,q}\overline{A_p}B_q\sum_s(P_s)_p\overline{(P_s)_q}=2^n\,\mathrm{tr}(A^\dagger B).$$
The two uses of `Finset.sum_comm` move the sum over strings inside, and `Finset.sum_eq_single` keeps the term $q=p$.

```lean
/-- Parseval identity for two matrices: the traces `tr(P†A)` and `tr(P†B)` over all strings `P`
reproduce the Hilbert-Schmidt product of `A` and `B` up to the factor `2^n`. -/
theorem parseval_inner {n : ℕ} (A B : Matrix (Fin n → Fin 2) (Fin n → Fin 2) ℂ) :
    ∑ s, star ((pauliString s)ᴴ * A).trace * ((pauliString s)ᴴ * B).trace =
      2 ^ n * (Aᴴ * B).trace := by
  simp only [trace_conjTranspose_mul, star_sum, star_mul', star_star, Finset.sum_mul_sum]
  rw [Finset.sum_comm, Finset.mul_sum]
  refine Finset.sum_congr rfl fun p _ => ?_
  rw [Finset.sum_comm]
  -- collect the sum over strings and insert completeness
  have h : ∀ q : (Fin n → Fin 2) × (Fin n → Fin 2),
      ∑ s, pauliString s p.1 p.2 * star (A p.1 p.2) *
        (star (pauliString s q.1 q.2) * B q.1 q.2) =
      star (A p.1 p.2) * B q.1 q.2 * (if q.1 = p.1 ∧ q.2 = p.2 then 2 ^ n else 0) := by
    intro q
    rw [← pauliString_completeness, Finset.mul_sum]
    exact Finset.sum_congr rfl fun s _ => by ring
  rw [Finset.sum_congr rfl fun q _ => h q, Finset.sum_eq_single p]
  · rw [if_pos ⟨rfl, rfl⟩]
    ring
  · intro q _ hq
    rw [if_neg fun e => hq (Prod.ext e.1 e.2), mul_zero]
  · intro hp
    exact absurd (Finset.mem_univ p) hp
```

Setting $A=B=M$ and using $\bar zz=|z|^2$,
$$\sum_s|\mathrm{tr}(P_s^\dagger M)|^2=2^n\,\mathrm{tr}(M^\dagger M).$$
The left side is a real sum, read as a complex number to match the trace.

```lean
/-- Parseval identity: for any complex `n`-qubit matrix `M`, the sum of `|tr(P†M)|²` over all
`4^n` Pauli strings is `2^n tr(M†M)`. -/
theorem parseval {n : ℕ} (M : Matrix (Fin n → Fin 2) (Fin n → Fin 2) ℂ) :
    ((∑ s, ‖((pauliString s)ᴴ * M).trace‖ ^ 2 : ℝ) : ℂ) = 2 ^ n * (Mᴴ * M).trace := by
  rw [← parseval_inner]
  push_cast
  exact Finset.sum_congr rfl fun s _ => (Complex.conj_mul' _).symm
```

For $M=\begin{pmatrix}1&2\\0&0\end{pmatrix}$ the four traces are $1,2,2i,1$. Their squared moduli sum to $10$, and $2\,\mathrm{tr}(M^\dagger M)=2\cdot5$.

## The sum rule for a state vector

Take $M=|\psi\rangle\langle\psi|$ with $\langle\psi|\psi\rangle=1$, which is the hypothesis `hψ`. Then $\mathrm{tr}(P_s^\dagger M)=\overline{\langle\psi|P_s|\psi\rangle}$ and $\mathrm{tr}(M^\dagger M)=\langle\psi|\psi\rangle^2=1$, so
$$\sum_s|\langle\psi|P_s|\psi\rangle|^2=2^n.$$
The auxiliary facts `he` and `ht` are these two traces.

```lean
/-- In a normalised `n`-qubit state the squared moduli of all Pauli expectation values sum
to `2^n`. -/
theorem sum_expect_sq {n : ℕ} (ψ : (Fin n → Fin 2) → ℂ) (hψ : star ψ ⬝ᵥ ψ = 1) :
    ∑ s, ‖expect ψ s‖ ^ 2 = (2 : ℝ) ^ n := by
  -- apply Parseval to the projector |ψ⟩⟨ψ|
  have he : ∀ s, expect ψ s =
      star ((pauliString s)ᴴ * vecMulVec ψ (star ψ)).trace := by
    intro s
    rw [trace_conjTranspose_mul]
    simp only [expect, dotProduct, Matrix.mulVec, Pi.star_apply, star_sum, star_mul',
      star_star, vecMulVec_apply, Fintype.sum_prod_type, Finset.mul_sum]
    exact Finset.sum_congr rfl fun a _ => Finset.sum_congr rfl fun b _ => by ring
  have ht : ((vecMulVec ψ (star ψ))ᴴ * vecMulVec ψ (star ψ)).trace =
      (star ψ ⬝ᵥ ψ) * (star ψ ⬝ᵥ ψ) := by
    rw [trace_conjTranspose_mul]
    simp only [dotProduct, Finset.sum_mul_sum, Fintype.sum_prod_type, vecMulVec_apply,
      Pi.star_apply, star_mul', star_star]
    exact Finset.sum_congr rfl fun a _ => Finset.sum_congr rfl fun b _ => by ring
  have h : ((∑ s, ‖expect ψ s‖ ^ 2 : ℝ) : ℂ) = ((2 ^ n : ℝ) : ℂ) := by
    simp only [he, norm_star]
    rw [parseval, ht, hψ]
    simp
  exact Complex.ofReal_injective h
```

## At most $2^n$ values of modulus one

Let $N$ be the number of strings with modulus one. Each contributes $1$ to the sum rule, hence
$$N+\sum_{|\langle P_s\rangle|\neq1}|\langle P_s\rangle|^2=2^n,\qquad\langle P_s\rangle=\langle\psi|P_s|\psi\rangle.$$

```lean
/-- In a normalised state, the number of strings with expectation value of modulus one plus
the squared moduli of all other expectation values is `2^n`. -/
theorem card_add_rest {n : ℕ} (ψ : (Fin n → Fin 2) → ℂ) (hψ : star ψ ⬝ᵥ ψ = 1) :
    ((unitStrings ψ).card : ℝ) +
      ∑ s ∈ Finset.univ.filter (fun s => ¬ ‖expect ψ s‖ = 1), ‖expect ψ s‖ ^ 2 = 2 ^ n := by
  have h1 : ∑ s ∈ unitStrings ψ, ‖expect ψ s‖ ^ 2 = ((unitStrings ψ).card : ℝ) := by
    calc _ = ∑ s ∈ unitStrings ψ, (1 : ℝ) := Finset.sum_congr rfl fun s hs => by
            rw [(Finset.mem_filter.mp hs).2, one_pow]
      _ = _ := by simp
  rw [← h1, ← sum_expect_sq ψ hψ]
  exact Finset.sum_filter_add_sum_filter_not Finset.univ _ _
```

The remaining sum is non-negative, so $N\le2^n$.

```lean
/-- In a normalised `n`-qubit state at most `2^n` of the Pauli strings have an expectation
value of modulus one. -/
theorem card_unitStrings_le {n : ℕ} (ψ : (Fin n → Fin 2) → ℂ) (hψ : star ψ ⬝ᵥ ψ = 1) :
    (unitStrings ψ).card ≤ 2 ^ n := by
  have h := card_add_rest ψ hψ
  have h0 : 0 ≤ ∑ s ∈ Finset.univ.filter (fun s => ¬ ‖expect ψ s‖ = 1),
      ‖expect ψ s‖ ^ 2 := Finset.sum_nonneg fun _ _ => by positivity
  have h2 : ((unitStrings ψ).card : ℝ) ≤ 2 ^ n := by linarith
  exact_mod_cast h2
```

Equality holds exactly when that sum is zero. Being a sum of squares, it is zero only if each of its terms is.

```lean
/-- A normalised state reaches the bound `2^n` exactly when each Pauli expectation value
either has modulus one or vanishes. -/
theorem card_unitStrings_eq_iff {n : ℕ} (ψ : (Fin n → Fin 2) → ℂ) (hψ : star ψ ⬝ᵥ ψ = 1) :
    (unitStrings ψ).card = 2 ^ n ↔ ∀ s, ‖expect ψ s‖ = 1 ∨ expect ψ s = 0 := by
  have h := card_add_rest ψ hψ
  constructor
  · intro hc s
    by_cases hs : ‖expect ψ s‖ = 1
    · exact Or.inl hs
    · -- the remaining squares sum to zero, so each of them is zero
      rw [hc] at h
      push_cast at h
      have h0 : ∑ s ∈ Finset.univ.filter (fun s => ¬ ‖expect ψ s‖ = 1),
          ‖expect ψ s‖ ^ 2 = 0 := by linarith
      have h1 := (Finset.sum_eq_zero_iff_of_nonneg (fun _ _ => by positivity)).mp h0 s
        (Finset.mem_filter.mpr ⟨Finset.mem_univ s, hs⟩)
      exact Or.inr (norm_eq_zero.mp ((pow_eq_zero_iff two_ne_zero).mp h1))
  · intro hs
    rw [Finset.sum_eq_zero fun s hm => by
      rw [(hs s).resolve_left (Finset.mem_filter.mp hm).2]; simp, add_zero] at h
    exact_mod_cast h
```

A computational basis state $|b\rangle$, written `Pi.single b 1`, reaches the bound. Its expectation values are
$$\langle b|P_s|b\rangle=\prod_i(\sigma_{s_i})_{b_ib_i},$$
which vanish if $X$ or $Y$ occurs in the word and are $\pm1$ otherwise. Lean establishes this alternative for single letters in `hp`, carries it over to the product, and applies the equality criterion.

```lean
/-- Every computational basis state of `n` qubits has exactly `2^n` Pauli strings with
expectation value of modulus one. -/
theorem card_unitStrings_basis {n : ℕ} (b : Fin n → Fin 2) :
    (unitStrings (Pi.single b 1 : (Fin n → Fin 2) → ℂ)).card = 2 ^ n := by
  have hstar : star (Pi.single b 1 : (Fin n → Fin 2) → ℂ) = Pi.single b 1 := by
    ext a
    by_cases h : a = b <;> simp [h]
  have hp : ∀ k c, ‖pauli k c c‖ = 1 ∨ pauli k c c = 0 := by
    intro k c
    fin_cases k <;> fin_cases c <;> simp [pauli]
  refine (card_unitStrings_eq_iff _ (by rw [hstar]; simp)).mpr fun s => ?_
  -- the expectation value is a product of diagonal Pauli entries
  have he : expect (Pi.single b 1) s = ∏ i, pauli (s i) (b i) (b i) := by
    rw [expect, hstar]
    simp [pauliString]
  rw [he]
  by_cases hz : ∃ i, pauli (s i) (b i) (b i) = 0
  · obtain ⟨i, hi⟩ := hz
    exact Or.inr (Finset.prod_eq_zero (Finset.mem_univ i) hi)
  · left
    rw [norm_prod]
    exact Finset.prod_eq_one fun i _ => (hp (s i) (b i)).resolve_right fun h => hz ⟨i, h⟩

end

end PauliParseval
```

```lean
#print axioms PauliParseval.card_unitStrings_le
#print axioms PauliParseval.card_unitStrings_basis
```

```
'PauliParseval.card_unitStrings_le' depends on axioms: [propext, Classical.choice, Quot.sound]
'PauliParseval.card_unitStrings_basis' depends on axioms: [propext, Classical.choice, Quot.sound]
```
